# An integer matrix M fixes exactly |det(M − 1)| points of the grid (ZMod N)^d when N ≥ 1 is divisible by det(M − 1)

## The grid and the operation

Let g_0, …, g_{d−1} be a basis of the reciprocal lattice in d dimensions. The Γ-centred grid with N ≥ 1 divisions along every axis consists of the points

k = (1/N) Σ_i x_i g_i, with x_i integers,

where points that differ by a reciprocal lattice vector are identified. A symmetry operation sends g_j to Σ_i M_ij g_i with integer entries M_ij, so it acts on the coordinates as x ↦ Mx. Throughout, 1 also denotes the identity matrix, and

D = det(M − 1).

The dimension d is a variable of the whole file.

```lean
import Mathlib

open Matrix

namespace GridFixedPoints

variable {d : ℕ}
```

Since reciprocal lattice vectors are ignored, only x modulo N matters. A grid point is therefore a function `Fin d → ZMod N`, and `gridPoint N x` is the point with integer coordinates x, that is, the wave vector with fractional coordinates x/N.

```lean
/-- The point of the Gamma-centred grid with integer coordinates `x`, taken modulo `N`. -/
def gridPoint (N : ℕ) (x : Fin d → ℤ) : Fin d → ZMod N := fun i => (x i : ZMod N)
```

The operation multiplies these coordinates by M, with its entries reduced modulo N.

```lean
/-- The action `k ↦ M k` of an integer matrix on the grid `(ZMod N)^d`. -/
def rotateGrid (N : ℕ) (M : Matrix (Fin d) (Fin d) ℤ) (k : Fin d → ZMod N) :
    Fin d → ZMod N :=
  (M.map (Int.cast : ℤ → ZMod N)) *ᵥ k
```

A point is fixed if Mk = k modulo N. Physically, the rotated wave vector equals the original one up to a reciprocal lattice vector.

```lean
/-- The grid points left in place by `M`. -/
def fixedPoints (N : ℕ) (M : Matrix (Fin d) (Fin d) ℤ) : Set (Fin d → ZMod N) :=
  {k | rotateGrid N M k = k}
```

The count will be made by comparison with the sublattice A Z^d, the set of all Ax with x an integer vector. The matrix A will be M − 1.

```lean
/-- The sublattice `A Z^d` of the integer lattice. -/
abbrev latticeImage (A : Matrix (Fin d) (Fin d) ℤ) : Submodule ℤ (Fin d → ℤ) :=
  LinearMap.range A.mulVecLin
```

## Fixed points as an integer equation

Two integer vectors x and y name the same grid point when N divides x_i − y_i for every i. Collecting the quotients into a vector z gives

x = y + Nz.

In the proof, `choose` does the collecting.

```lean
/-- Two integer vectors give the same grid point exactly when they differ by `N` times an
integer vector. -/
theorem gridPoint_eq_iff (N : ℕ) (x y : Fin d → ℤ) :
    gridPoint N x = gridPoint N y ↔ ∃ z : Fin d → ℤ, x = y + (N : ℤ) • z := by
  constructor
  · intro h
    have h1 : ∀ i, ∃ c : ℤ, x i = y i + N * c := by
      intro i
      obtain ⟨c, hc⟩ :=
        (ZMod.intCast_eq_intCast_iff_dvd_sub (y i) (x i) N).1 (congrFun h i).symm
      exact ⟨c, by linarith⟩
    choose z hz using h1
    exact ⟨z, funext fun i => by simp [hz i]⟩
  · rintro ⟨z, rfl⟩
    funext i
    simp [gridPoint]
```

Reducing x modulo N and then applying M gives the same point as reducing Mx. Hence x is fixed exactly when Mx = x + Ny for some integer vector y, or

(M − 1)x = Ny.

The first `have` is the commutation of M with the reduction; the rest is the previous lemma and a rearrangement.

```lean
/-- The grid point with coordinates `x` is fixed by `M` exactly when `(M - 1) x` is `N` times
an integer vector. -/
theorem gridPoint_mem_fixedPoints (N : ℕ) (M : Matrix (Fin d) (Fin d) ℤ) (x : Fin d → ℤ) :
    gridPoint N x ∈ fixedPoints N M ↔ ∃ y : Fin d → ℤ, (M - 1) *ᵥ x = (N : ℤ) • y := by
  have h : rotateGrid N M (gridPoint N x) = gridPoint N (M *ᵥ x) := by
    funext i
    simp [rotateGrid, gridPoint, Matrix.mulVec, dotProduct]
  change rotateGrid N M (gridPoint N x) = gridPoint N x ↔ _
  rw [h, gridPoint_eq_iff]
  simp only [Matrix.sub_mulVec, Matrix.one_mulVec, sub_eq_iff_eq_add']
```

## The sublattice and its |det A| cosets

If det A ≠ 0, then Ax = Ay implies x = y: put v = x − y, so that Av = 0, and multiply by the adjugate to get (det A)v = 0, hence v = 0.

```lean
theorem mulVec_cancel {A : Matrix (Fin d) (Fin d) ℤ} (hA : A.det ≠ 0) {x y : Fin d → ℤ}
    (h : A *ᵥ x = A *ᵥ y) : x = y := by
  apply sub_eq_zero.1
  apply Matrix.eq_zero_of_mulVec_eq_zero hA
  rw [Matrix.mulVec_sub, h, sub_self]
```

For det A ≠ 0 the quotient Z^d / A Z^d has |det A| elements. By hand, invertible integer row and column operations bring A to a diagonal form with entries a_i. They change neither the number of cosets nor |det A|, and for the diagonal matrix the number of cosets is Π_i |a_i| = |det A|.

Lean takes a shorter path. The columns of A form a basis `b` of the sublattice, because A is injective, and a Mathlib theorem gives the index of a sublattice as the absolute determinant of such a basis. The step `hb` identifies the matrix of that basis with A.

```lean
/-- If `det A` is nonzero, the sublattice `A Z^d` has `|det A|` cosets in the integer lattice. -/
theorem card_cosets {A : Matrix (Fin d) (Fin d) ℤ} (hA : A.det ≠ 0) :
    Nat.card ((Fin d → ℤ) ⧸ latticeImage A) = A.det.natAbs := by
  have hinj : Function.Injective A.mulVecLin := fun x y h => mulVec_cancel hA h
  -- the columns of A form a basis of the sublattice
  let b := (Pi.basisFun ℤ (Fin d)).map (LinearEquiv.ofInjective A.mulVecLin hinj)
  have hb : (Pi.basisFun ℤ (Fin d)).toMatrix (fun j => (b j : Fin d → ℤ)) = A := by
    ext i j
    simp only [b, Module.Basis.toMatrix_apply, Module.Basis.map_apply, Pi.basisFun_repr,
      LinearEquiv.ofInjective_apply, Matrix.mulVecLin_apply, Pi.basisFun_apply,
      Matrix.mulVec_single_one, Matrix.col_apply]
  have h := Submodule.natAbs_det_basis_change (Pi.basisFun ℤ (Fin d)) (latticeImage A) b
  rw [Module.Basis.det_apply] at h
  rw [← h]
  exact congrArg (fun B : Matrix (Fin d) (Fin d) ℤ => B.det.natAbs) hb
```

## A coset label for each fixed point

Put A = M − 1 and assume D ≠ 0. For each fixed point k, choose an integer representative x and the vector y with Ax = Ny. The label of k is the class of y modulo A Z^d.

Different fixed points have different labels. Suppose k and k' have representatives x, x' and vectors y, y' with y − y' = Az. Then

Ax = Ny = Ny' + NAz = A(x' + Nz),

and cancelling A gives x = x' + Nz, so k = k'.

The class of an integer vector y₀ occurs as a label exactly when Ny₀ lies in A Z^d. If it is the label of k, then y − y₀ = Az for some z, and

A(x − Nz) = Ny − N(y − y₀) = Ny₀.

Conversely, let Ax₀ = Ny₀. Then x₀ represents a fixed point, whose chosen representative is x = x₀ + Nz for some z. Therefore

Ny = Ax = Ny₀ + NAz,

and dividing by N gives y − y₀ = Az, so the label is the class of y₀.

In the proof, `hlift` supplies x and y for every fixed point. The first bullet is injectivity, and the two inner bullets are the two directions of the second statement.

```lean
/-- If `N ≥ 1` and `det (M - 1)` is nonzero, the fixed grid points can be given distinct labels in
`Z^d / (M - 1) Z^d` such that, for every integer vector `y`, the class of `y` occurs as a label
exactly when `N y` lies in `(M - 1) Z^d`. -/
theorem exists_label (N : ℕ) [NeZero N] (M : Matrix (Fin d) (Fin d) ℤ)
    (hD : (M - 1).det ≠ 0) :
    ∃ f : fixedPoints N M → (Fin d → ℤ) ⧸ latticeImage (M - 1), Function.Injective f ∧
      ∀ y : Fin d → ℤ, (∃ k, f k = Submodule.Quotient.mk y) ↔
        ∃ x : Fin d → ℤ, (M - 1) *ᵥ x = (N : ℤ) • y := by
  have hN : (N : ℤ) ≠ 0 := Nat.cast_ne_zero.2 (NeZero.ne N)
  -- lift each fixed point to an integer vector x and record y = (M - 1) x / N
  have hlift : ∀ k : fixedPoints N M, ∃ x y : Fin d → ℤ,
      gridPoint N x = k.1 ∧ (M - 1) *ᵥ x = (N : ℤ) • y := by
    rintro ⟨k, hk⟩
    choose x hx using fun i => ZMod.intCast_surjective (k i)
    have hxk : gridPoint N x = k := funext hx
    rw [← hxk] at hk
    obtain ⟨y, hy⟩ := (gridPoint_mem_fixedPoints N M x).1 hk
    exact ⟨x, y, hxk, hy⟩
  choose x y hx hy using hlift
  refine ⟨fun k => Submodule.Quotient.mk (y k), ?_, ?_⟩
  · intro k k' h
    obtain ⟨z, hz⟩ := (Submodule.Quotient.eq _).1 h
    have hz' : (M - 1) *ᵥ z = y k - y k' := hz
    apply Subtype.ext
    rw [← hx k, ← hx k', gridPoint_eq_iff]
    refine ⟨z, mulVec_cancel hD ?_⟩
    rw [Matrix.mulVec_add, Matrix.mulVec_smul, hy k, hy k', hz', smul_sub, add_sub_cancel]
  · intro y₀
    constructor
    · rintro ⟨k, hk⟩
      obtain ⟨z, hz⟩ := (Submodule.Quotient.eq _).1 hk
      have hz' : (M - 1) *ᵥ z = y k - y₀ := hz
      refine ⟨x k - (N : ℤ) • z, ?_⟩
      rw [Matrix.mulVec_sub, Matrix.mulVec_smul, hy k, hz', smul_sub, sub_sub_cancel]
    · rintro ⟨x₀, h₀⟩
      let k : fixedPoints N M :=
        ⟨gridPoint N x₀, (gridPoint_mem_fixedPoints N M x₀).2 ⟨y₀, h₀⟩⟩
      obtain ⟨z, hz⟩ := (gridPoint_eq_iff N (x k) x₀).1 (hx k)
      refine ⟨k, (Submodule.Quotient.eq _).2 ⟨z, ?_⟩⟩
      have h1 : (N : ℤ) • ((M - 1) *ᵥ z) = (N : ℤ) • (y k - y₀) := by
        rw [smul_sub, ← hy k, hz, Matrix.mulVec_add, Matrix.mulVec_smul, h₀,
          add_sub_cancel_left]
      have h2 : (M - 1) *ᵥ z = y k - y₀ := by
        funext i
        have h3 := congrFun h1 i
        simp only [Pi.smul_apply, smul_eq_mul] at h3
        exact mul_left_cancel₀ hN h3
      exact h2
```

## The bound and the case of equality

There are |D| labels and no two fixed points share one, so at most |D| points are fixed, whatever N ≥ 1 is.

```lean
/-- If `det (M - 1)` is nonzero, `M` fixes at most `|det (M - 1)|` points of the grid, for every `N
≥ 1`. -/
theorem card_fixedPoints_le (N : ℕ) [NeZero N] (M : Matrix (Fin d) (Fin d) ℤ)
    (hD : (M - 1).det ≠ 0) :
    Nat.card (fixedPoints N M) ≤ (M - 1).det.natAbs := by
  obtain ⟨f, hf, -⟩ := exists_label N M hD
  have hc := card_cosets hD
  have : Finite ((Fin d → ℤ) ⧸ latticeImage (M - 1)) :=
    Nat.finite_of_card_ne_zero (by rw [hc]; exact Int.natAbs_ne_zero.2 hD)
  rw [← hc]
  exact Nat.card_le_card_of_injective f hf
```

Equality holds exactly when every label occurs, which means that Ny lies in A Z^d for every integer vector y. Applied to the unit vectors e_j, this gives integer vectors X_j with AX_j = Ne_j. Taken as columns, they form an integer matrix B with

(M − 1)B = N·1.

Conversely, given such a B, the vector x = By solves (M − 1)x = Ny for every y. The condition says that N(M − 1)⁻¹, computed over the rationals, has integer entries.

The forward direction in Lean uses that an injective map between finite sets of equal size is bijective, and then builds B from the columns `X j`.

```lean
/-- Let `N ≥ 1` and let `det (M - 1)` be nonzero. The grid has `|det (M - 1)|` fixed points exactly
when `N` times the inverse of `M - 1` is an integer matrix `B`. -/
theorem card_fixedPoints_eq_iff (N : ℕ) [NeZero N] (M : Matrix (Fin d) (Fin d) ℤ)
    (hD : (M - 1).det ≠ 0) :
    Nat.card (fixedPoints N M) = (M - 1).det.natAbs ↔
      ∃ B : Matrix (Fin d) (Fin d) ℤ, (M - 1) * B = (N : ℤ) • 1 := by
  obtain ⟨f, hf, hr⟩ := exists_label N M hD
  have hc := card_cosets hD
  have : Finite ((Fin d → ℤ) ⧸ latticeImage (M - 1)) :=
    Nat.finite_of_card_ne_zero (by rw [hc]; exact Int.natAbs_ne_zero.2 hD)
  rw [← hc]
  constructor
  · intro h
    -- all labels occur, so N times each unit vector lies in (M - 1) Z^d
    have hs := (hf.bijective_of_nat_card_le h.ge).2
    choose X hX using fun j : Fin d => (hr (Pi.single j 1)).1 (hs _)
    refine ⟨Matrix.of fun i j => X j i, ?_⟩
    ext i j
    have h1 : ((M - 1) * Matrix.of fun i j => X j i) i j = ((M - 1) *ᵥ X j) i := by
      simp only [Matrix.mul_apply, Matrix.mulVec, dotProduct, Matrix.of_apply]
    rw [h1, hX j]
    simp [Matrix.one_apply, Pi.single_apply]
  · rintro ⟨B, hB⟩
    refine Nat.card_eq_of_bijective f ⟨hf, fun q => ?_⟩
    obtain ⟨y, rfl⟩ := Submodule.Quotient.mk_surjective _ q
    refine (hr y).2 ⟨B *ᵥ y, ?_⟩
    rw [Matrix.mulVec_mulVec, hB, Matrix.smul_mulVec, Matrix.one_mulVec]
```

## Grids with N divisible by D

If N = Dq, the adjugate provides the required matrix. With B = q·adj(M − 1),

(M − 1)B = qD·1 = N·1,

so the number of fixed points is exactly |D|.

In the statement below, `[NeZero N]` is the condition N ≥ 1, `hD` says D ≠ 0, `hdvd` says that D divides N, and `(M - 1).det.natAbs` is |D|. M may be any integer matrix; it need not be invertible or belong to a point group. The grid is unshifted and has the same N along every axis.

```lean
/-- If `N ≥ 1` and `D = det (M - 1)` is nonzero and divides `N`, exactly `|D|` points of the grid
`(ZMod N)^d` are fixed by `k ↦ M k`. -/
theorem card_fixedPoints_of_dvd (N : ℕ) [NeZero N] (M : Matrix (Fin d) (Fin d) ℤ)
    (hD : (M - 1).det ≠ 0) (hdvd : (M - 1).det ∣ (N : ℤ)) :
    Nat.card (fixedPoints N M) = (M - 1).det.natAbs := by
  obtain ⟨q, hq⟩ := hdvd
  -- the adjugate supplies the integer matrix N (M - 1)⁻¹
  refine (card_fixedPoints_eq_iff N M hD).2 ⟨q • (M - 1).adjugate, ?_⟩
  rw [Matrix.mul_smul, Matrix.mul_adjugate, smul_smul, hq, mul_comm]
```

The condition D ≠ 0 means that M fixes no nonzero vector of k-space. Among point-group operations in three dimensions this excludes proper rotations and mirrors, which fix a whole axis or plane, and leaves inversion and the rotoinversions other than mirrors. In the theorem just proved `hD` already follows from `hdvd` and N ≥ 1, since zero divides only zero. In the bound it is needed: for d ≥ 1 and M = 1 we have D = 0, yet all N^d points are fixed.

Without divisibility the count can fall below |D|. Take d = 1, M = −1 and N = 3. Then D = −2, but −k = k modulo 3 has the single solution k = 0, so one point is fixed and not two.

On this grid, with the same N along every axis, the number of k-points inequivalent under a finite group of such operations is the average, over that group, of the number of points that each operation fixes; the theorem gives the contribution of an operation whose D is nonzero and divides N.

## Inversion on even and odd grids

For inversion M = −1, so M − 1 = −2·1 and |D| = 2^d. The equality criterion reads

−2B = N·1.

An integer solution exists exactly when N is even, namely B = −(N/2)·1. For even N the fixed points are those whose fractional coordinates are all 0 or 1/2. The condition d ≥ 1, written `[NeZero d]`, ensures that there is a diagonal entry from which to read off the parity of N; in dimension zero the single grid point is fixed for every N.

This also shows that divisibility by D is sufficient but not necessary. For d = 3 and N = 2, D = −8 does not divide N, and still all eight grid points are fixed.

The proof computes the determinant, rewrites the criterion for this matrix, and compares the entry in row 0 and column 0 for one direction; for the other it supplies B.

```lean
/-- For `N ≥ 1` and dimension `d ≥ 1`, inversion `k ↦ -k` fixes `2 ^ d` grid points exactly when `N`
is even. -/
theorem card_inversion_fixedPoints_iff (N : ℕ) [NeZero N] [NeZero d] :
    Nat.card (fixedPoints N (-1 : Matrix (Fin d) (Fin d) ℤ)) = 2 ^ d ↔ Even N := by
  have hM : (-1 - 1 : Matrix (Fin d) (Fin d) ℤ) = (-2 : ℤ) • 1 := by
    rw [neg_smul, two_smul, neg_add']
  have hdet : (-1 - 1 : Matrix (Fin d) (Fin d) ℤ).det = (-2) ^ d := by
    rw [hM, Matrix.det_smul, Matrix.det_one, Fintype.card_fin, mul_one]
  have hD : (-1 - 1 : Matrix (Fin d) (Fin d) ℤ).det ≠ 0 := by
    rw [hdet]
    exact pow_ne_zero _ (by norm_num)
  have key := card_fixedPoints_eq_iff N (-1 : Matrix (Fin d) (Fin d) ℤ) hD
  have habs : ((-2 : ℤ) ^ d).natAbs = 2 ^ d := by
    simp [Int.natAbs_pow]
  rw [hdet, habs, hM] at key
  rw [key]
  constructor
  · rintro ⟨B, hB⟩
    rw [smul_mul_assoc, one_mul] at hB
    have h0 := congrFun (congrFun hB 0) 0
    simp only [Matrix.smul_apply, Matrix.one_apply_eq, smul_eq_mul, mul_one] at h0
    rw [Nat.even_iff]
    omega
  · rintro ⟨q, hq⟩
    refine ⟨(-(q : ℤ)) • 1, ?_⟩
    have h2 : (-2 : ℤ) * (-(q : ℤ)) = (N : ℤ) := by omega
    rw [smul_mul_assoc, one_mul, smul_smul, h2]

end GridFixedPoints
```

```lean
#print axioms GridFixedPoints.card_fixedPoints_le
#print axioms GridFixedPoints.card_fixedPoints_eq_iff
#print axioms GridFixedPoints.card_fixedPoints_of_dvd
#print axioms GridFixedPoints.card_inversion_fixedPoints_iff
```

```
'GridFixedPoints.card_fixedPoints_le' depends on axioms: [propext, Classical.choice, Quot.sound]
'GridFixedPoints.card_fixedPoints_eq_iff' depends on axioms: [propext, Classical.choice, Quot.sound]
'GridFixedPoints.card_fixedPoints_of_dvd' depends on axioms: [propext, Classical.choice, Quot.sound]
'GridFixedPoints.card_inversion_fixedPoints_iff' depends on axioms: [propext, Classical.choice, Quot.sound]
```
